# The complex conjugate of the Bloch phase exp(2πix) is the phase at −x, for real x

A Bloch phase is the factor exp(2πix), here with a real, dimensionless argument x. The theorem `star_phase` states that its complex conjugate is exp(−2πix), the same phase with the argument reversed. It holds for every real x, and no lattice, Hamiltonian or wavefunction enters the statement. The proof unfolds both sides to exponentials, moves the conjugation into the exponent with `Complex.exp_conj`, and then leaves `simp` to show that the two exponents agree.

In Lean, a first try:

```lean
import Mathlib

open Matrix

namespace StarPhase

noncomputable section

/-- The Bloch phase `exp(2πix)`. -/
def phase (x : ℝ) : ℂ := Complex.exp (2 * Real.pi * Complex.I * (x : ℂ))

/-- Complex conjugation reverses the argument of a Bloch phase. -/
theorem star_phase (x : ℝ) : star (phase x) = phase (-x) := by
  change (starRingEnd ℂ) (Complex.exp _) = Complex.exp _
  rw [← Complex.exp_conj]
  congr 1
  simp

end

end StarPhase
```

Messages:

```
Main.lean:13:60: error: unsolved goals
x : ℝ
⊢ (starRingEnd ℂ) 2 = 2 ∨ x = 0
```

Lean accepts the file once it reads:

```diff
@@ -12,8 +12,9 @@
 /-- Complex conjugation reverses the argument of a Bloch phase. -/
 theorem star_phase (x : ℝ) : star (phase x) = phase (-x) := by
+  have h2 : (starRingEnd ℂ) 2 = 2 := Complex.ext (by simp) (by simp)
   change (starRingEnd ℂ) (Complex.exp _) = Complex.exp _
   rw [← Complex.exp_conj]
   congr 1
-  simp
+  simp [h2]
 
 end
```

Cause. The message says that the proof ended with a goal still open: either the conjugate of 2 is 2, or x = 0. The first alternative is true, so the statement is sound and only a small step is missing.

After `congr 1`, the goal is that the conjugate of 2πix equals 2πi(−x). The final `simp` reduces this to a comparison of products with common factors. Cancelling the factor x is allowed only if x is not zero, which is why `x = 0` appears as an alternative. What remains is `(starRingEnd ℂ) 2 = 2`, and this call to `simp` does not simplify the conjugate of the numeral 2.

The repair proves that fact separately as `h2`. `Complex.ext` reduces the equality of two complex numbers to equality of their real and imaginary parts, and `simp` proves each. Passing `h2` to the last call, as `simp [h2]`, lets it replace the conjugate of 2 by 2, and the goal closes for every x, zero included.
